# A site with sharp electron number z has double occupancy z(z − 1)/2

The declaration `doublon_mul` concerns one lattice site k that can hold electrons of either spin, with number operator n = n_↑ + n_↓ and double occupancy D = n_↑n_↓. It states that if a linear operator A on the fermionic Fock space satisfies nA = zA for a complex number z, then DA = ((z² − z)/2)A; in other words, if every vector A produces has sharp occupation z on the site, D acts on those vectors as the number z(z − 1)/2. No Hamiltonian enters, the set of sites need not be finite, and no vector has to be normalised. The proof applies the identity n² = n + 2D to A, uses the hypothesis to turn this into z²A = zA + 2DA, and leaves the last step, solving for DA, to `linear_combination`.

Lean 4 with Mathlib refuses this proof:

```lean
import Mathlib

open Finset

namespace HubbardSuperexchange

noncomputable section

/-- Fermionic Fock space over the modes (site, spin), with `true` for spin up. -/
abbrev Fock (V : Type*) := ExteriorAlgebra ℂ (V × Bool → ℂ)

variable {V : Type*} [LinearOrder V]

/-- Creation operator: wedge product with the mode. -/
def cre (m : V × Bool) : Module.End ℂ (Fock V) :=
  LinearMap.mulLeft ℂ (ExteriorAlgebra.ι ℂ (Pi.single m 1))

/-- Annihilation operator: contraction with the mode. -/
def ann (m : V × Bool) : Module.End ℂ (Fock V) :=
  CliffordAlgebra.contractLeft (Q := (0 : QuadraticForm ℂ (V × Bool → ℂ)))
    (LinearMap.proj m : (V × Bool → ℂ) →ₗ[ℂ] ℂ)

/-- The bilinear `c†_a c_b`. -/
def hop (a b : V × Bool) : Module.End ℂ (Fock V) := cre a * ann b

/-- Spin-summed transfer of an electron from site `j` to site `i`. -/
def transfer (i j : V) : Module.End ℂ (Fock V) :=
  hop (i, true) (j, true) + hop (i, false) (j, false)

/-- Electron number on a site. -/
def number (i : V) : Module.End ℂ (Fock V) := transfer i i

/-- Double occupancy `n_↑ n_↓` of a site. -/
def doublon (i : V) : Module.End ℂ (Fock V) :=
  hop (i, true) (i, true) * hop (i, false) (i, false)

/-- Projector onto exactly one electron on site `i`. -/
def single (i : V) : Module.End ℂ (Fock V) := number i - (2 : ℂ) • doublon i

/-- The canonical anticommutation relations. -/
theorem car (a b : V × Bool) :
    ann a * cre b + cre b * ann a = (if a = b then 1 else 0) ∧
    cre a * cre b + cre b * cre a = 0 ∧ ann a * ann b + ann b * ann a = 0 := by
  refine ⟨LinearMap.ext fun x => ?_, LinearMap.ext fun x => ?_, LinearMap.ext fun x => ?_⟩
  · have e : (ann a * cre b + cre b * ann a) x = (Pi.single b 1 : V × Bool → ℂ) a • x :=
      eq_sub_iff_add_eq.mp (CliffordAlgebra.contractLeft_ι_mul _ _ x)
    rw [e]
    by_cases h : a = b <;> simp [h]
  · change ExteriorAlgebra.ι ℂ _ * (ExteriorAlgebra.ι ℂ _ * x) +
      ExteriorAlgebra.ι ℂ _ * (ExteriorAlgebra.ι ℂ _ * x) = 0
    rw [← mul_assoc, ← mul_assoc, ← add_mul, ExteriorAlgebra.ι_add_mul_swap, zero_mul]
  · exact eq_neg_iff_add_eq_zero.mp (CliffordAlgebra.contractLeft_comm _ _ x)

/-- Commutator and exchange relation of two bilinears. -/
theorem hop_mul (a b c d : V × Bool) :
    hop a b * hop c d - hop c d * hop a b =
      (if b = c then hop a d else 0) - (if d = a then hop c b else 0) ∧
    hop a b * hop c d + hop a d * hop c b =
      (if b = c then hop a d else 0) + (if d = c then hop a b else 0) := by
  have δ : ∀ a b c d : V × Bool, (if b = c then hop a d else 0) =
      cre a * (ann b * cre c + cre c * ann b) * ann d := by
    intro a b c d
    rw [(car b c).1]
    split_ifs <;> simp [hop]
  rw [δ a b c d, δ c d a b, δ a d c b]
  constructor <;> refine sub_eq_zero.mp ?_
  · calc _ = cre c * cre a * (ann b * ann d + ann d * ann b)
          - (cre a * cre c + cre c * cre a) * (ann b * ann d) := by
          simp only [hop]; noncomm_ring
      _ = 0 := by rw [(car b d).2.2, (car a c).2.1]; simp
  · calc _ = -(cre a * cre c * (ann b * ann d + ann d * ann b)) := by
          simp only [hop]; noncomm_ring
      _ = 0 := by rw [(car b d).2.2]; simp

/-- Mode occupations commute and are idempotent. -/
theorem occupation (a b : V × Bool) :
    Commute (hop a a) (hop b b) ∧ hop a a * hop a a = hop a a := by
  constructor
  · by_cases h : a = b
    · rw [h]
    · exact sub_eq_zero.mp (by rw [(hop_mul a a b b).1]; simp [h, Ne.symm h])
  · have h := (hop_mul a a a a).2
    simp only [↓reduceIte] at h
    linear_combination (norm := module) (1 / 2 : ℂ) • h

/-- An operator commuting with both occupations of a site commutes with its projector. -/
theorem commute_single {i : V} {y : Module.End ℂ (Fock V)}
    (h : ∀ s, Commute y (hop (i, s) (i, s))) : Commute y (single i) :=
  ((h true).add_right (h false)).sub_right (((h true).mul_right (h false)).smul_right 2)

/-- The single-site projectors commute with each other. -/
theorem single_pairwise [Fintype V] : ((univ : Finset V) : Set V).Pairwise
    (Function.onFun Commute (single : V → Module.End ℂ (Fock V))) :=
  fun _ _ _ _ _ => commute_single fun _ => (commute_single fun _ => (occupation _ _).1).symm

/-- The projector `P` onto one electron per site. -/
def proj [Fintype V] : Module.End ℂ (Fock V) := univ.noncommProd single single_pairwise

/-- The squared site occupation is `n² = n + 2 n_↑ n_↓`. -/
theorem number_sq (k : V) : number k * number k = number k + (2 : ℂ) • doublon k := by
  have h := (occupation (k, true) (k, false)).1.eq
  simp only [number, transfer, doublon, mul_add, add_mul, (occupation (k, true) (k, true)).2,
    (occupation (k, false) (k, false)).2, ← h]
  module

/-- On a sharp site occupation `z` the double occupancy is `z (z - 1) / 2`. -/
theorem doublon_mul {k : V} {A : Module.End ℂ (Fock V)} {z : ℂ}
    (hA : number k * A = z • A) : doublon k * A = ((z ^ 2 - z) / 2) • A := by
  have h : number k * (number k * A) = (number k + (2 : ℂ) • doublon k) * A := by
    rw [← mul_assoc, number_sq]
  rw [hA, mul_smul_comm, hA, add_mul, hA, smul_mul_assoc] at h
  linear_combination (exp := 1) (norm := module) (-1 / 2 : ℂ) • h

end

end HubbardSuperexchange
```

Compiling this gives:

```
Main.lean:112:37: error: unexpected token ':='; expected ')', ',' or ':'
Main.lean:112:32: warning: this constant has no effect on the linear combination; it can be dropped from the term
```

Diagnosis. The fault is one of syntax, in the last line of the proof. `linear_combination` takes two optional settings in a fixed order, `(norm := ...)` before `(exp := ...)`, and the attempt has them the other way round. Once Lean has read `(exp := 1)`, it no longer expects a `norm` setting, so it reads `(norm` as the start of the term to be combined. Inside such a parenthesis `:=` is not allowed, hence the error, which asks for `)`, `,` or `:` instead.

The warning is a by-product. It points at that same parenthesis, where Lean took the fragment `(norm` for a constant that adds nothing to the combination. The intended term, `(-1 / 2 : ℂ) • h`, was never reached.

The repair deletes `(exp := 1)`, so that `(norm := module)` comes directly after the tactic's name, where it is accepted. Nothing is lost, since 1 is the default exponent.

After these edits no error is left:

```diff
@@ -110,5 +110,5 @@
     rw [← mul_assoc, number_sq]
   rw [hA, mul_smul_comm, hA, add_mul, hA, smul_mul_assoc] at h
-  linear_combination (exp := 1) (norm := module) (-1 / 2 : ℂ) • h
+  linear_combination (norm := module) (-1 / 2 : ℂ) • h
 
 end
```
